# Bounds on the thermodynamic overpotential from the squared spread of one-electron step energies

Ranking catalysts by how unevenly their reaction free energy is divided among the steps can hide a large difference in overpotential. Take two four-step oxidations with step free energies $(1.50, 1.10, 1.10, 1.10)$ eV and $(0.90, 1.30, 1.30, 1.30)$ eV. Both have mean $1.20$ eV and summed squared deviation $0.12$ eV², yet the largest step exceeds the mean by $0.30$ eV in the first and by $0.10$ eV in the second. Without bounds, the figure $0.12$ does not tell us which overpotentials are possible.

## Step energies, potentials and asymmetry

Let an oxidation have $n$ steps, each releasing one electron, with free energies $G_i$ at zero applied potential. We assume that an applied potential lowers every step by the same amount, neglecting any effect it has on the binding of the intermediates. All steps are then downhill or level once it reaches the largest $G_i$. With the electron charge set to one, energies in eV and potentials in V have equal numerical values.

In Lean, the steps are the elements of a finite nonempty type `ι`, the profile is `G : ι → ℝ`, and $n$ is `Fintype.card ι`.

```lean
import Mathlib

open Finset

namespace OverpotentialAsymmetry

noncomputable section

variable {ι : Type*} [Fintype ι] [Nonempty ι]
```

At applied potential $U$ the whole reaction has free energy $\sum_i G_i - nU$. This vanishes at the equilibrium potential $U_0$, which is therefore the mean step energy.

```lean
/-- The equilibrium potential: the mean of the step free energies, in units where the
electron charge is one. -/
def equilibriumPotential (G : ι → ℝ) : ℝ := (∑ i, G i) / (Fintype.card ι : ℝ)
```

The limiting potential $U_L$ is the maximum, written `sup'` over all steps. This is the oxidation convention; for a reduction, the limiting potential is usually the lowest of the values $-G_i$.

```lean
/-- The limiting potential: the largest step free energy. -/
def limitingPotential (G : ι → ℝ) : ℝ := Finset.univ.sup' Finset.univ_nonempty G
```

The overpotential is $\eta = U_L - U_0$. It is thermodynamic: the measured overpotential of a real electrode also depends on kinetic barriers and on the current density, neither of which enters here.

```lean
/-- The overpotential: limiting potential minus equilibrium potential. -/
def overpotential (G : ι → ℝ) : ℝ := limitingPotential G - equilibriumPotential G
```

The asymmetry is $Q = \sum_i (G_i - U_0)^2$.

```lean
/-- The asymmetry: the sum of squared deviations of the steps from the equilibrium potential. -/
def asymmetry (G : ι → ℝ) : ℝ := ∑ i, (G i - equilibriumPotential G) ^ 2
```

The last definition is a trial profile with one exceptional step $k$ at $U + (n-1)h$ and all others at $U - h$. Here $h$ is an energy offset, not Planck's constant, and $U$ is a reference value, not the applied potential.

```lean
/-- A profile of `n` steps with one exceptional step `k` at `U + (n - 1) h` and all others
at `U - h`. -/
def singleStepProfile [DecidableEq ι] (k : ι) (U h : ℝ) (i : ι) : ℝ :=
  if i = k then U + ((Fintype.card ι : ℝ) - 1) * h else U - h
```

Below, $d_i = G_i - U_0$ is a deviation and $g_i = U_L - G_i$ is a gap.

## (a) Deviations from the mean

Show that the deviations cancel: $\sum_i d_i = 0$.

Since $n \neq 0$, we have $\sum_i d_i = \sum_i G_i - nU_0 = \sum_i G_i - \sum_i G_i = 0$.

```lean
/-- The deviations of the steps from the equilibrium potential sum to zero. -/
theorem sum_deviation (G : ι → ℝ) : ∑ i, (G i - equilibriumPotential G) = 0 := by
  have hn : (Fintype.card ι : ℝ) ≠ 0 := Nat.cast_ne_zero.mpr Fintype.card_ne_zero
  have h : (Fintype.card ι : ℝ) * ((∑ i, G i) / (Fintype.card ι : ℝ)) = ∑ i, G i := by
    field_simp
  rw [Finset.sum_sub_distrib, Finset.sum_const, Finset.card_univ, nsmul_eq_mul,
    equilibriumPotential, h, sub_self]
```

## (b) The sign of the gaps

Show that no step lies above the limiting potential: $G_i \le U_L$.

A maximum is at least as large as each entry, so $g_i \ge 0$. Averaging over $i$ gives $\eta = U_L - U_0 \ge 0$, so $\eta$ is the nonnegative square root of $\eta^2$.

```lean
/-- No step lies above the limiting potential. -/
theorem le_limitingPotential (G : ι → ℝ) (i : ι) : G i ≤ limitingPotential G :=
  Finset.le_sup' G (Finset.mem_univ i)
```

## (c) Products of gaps

Sum the products of gaps over ordered pairs of distinct steps, and show that
$$\sum_i \sum_{j \ne i} g_i g_j = n(n-1)\eta^2 - Q .$$

Write $g_i = \eta - d_i$. By (a),
$$\sum_i g_i = n\eta, \qquad \sum_i g_i^2 = n\eta^2 - 2\eta\sum_i d_i + Q = n\eta^2 + Q .$$
For fixed $i$, the inner sum is the full sum without its diagonal term, $n\eta\, g_i - g_i^2$. Summing over $i$ gives $n^2\eta^2 - n\eta^2 - Q$, as required. These are `h1`, `h2` and `h3` in the proof; `Finset.univ.erase i` encodes $j \ne i$.

```lean
/-- The gaps to the limiting potential, multiplied over ordered pairs of distinct steps and
summed, give `n (n - 1) η² - Q`. -/
theorem sum_gap_products [DecidableEq ι] (G : ι → ℝ) :
    ∑ i, ∑ j ∈ Finset.univ.erase i,
        (limitingPotential G - G i) * (limitingPotential G - G j) =
      (Fintype.card ι : ℝ) * ((Fintype.card ι : ℝ) - 1) * overpotential G ^ 2
        - asymmetry G := by
  have h0 := sum_deviation G
  have e1 : ∀ j, limitingPotential G - G j
      = overpotential G - (G j - equilibriumPotential G) := by
    intro j; unfold overpotential; ring
  have h1 : ∑ j, (limitingPotential G - G j) = (Fintype.card ι : ℝ) * overpotential G := by
    rw [Finset.sum_congr rfl (fun j _ => e1 j), Finset.sum_sub_distrib, h0,
      Finset.sum_const, Finset.card_univ, nsmul_eq_mul, sub_zero]
  have e2 : ∀ j, (limitingPotential G - G j) ^ 2 = overpotential G ^ 2
      - 2 * overpotential G * (G j - equilibriumPotential G)
      + (G j - equilibriumPotential G) ^ 2 := by
    intro j; rw [e1 j]; ring
  have h2 : ∑ j, (limitingPotential G - G j) ^ 2
      = (Fintype.card ι : ℝ) * overpotential G ^ 2 + asymmetry G := by
    rw [Finset.sum_congr rfl (fun j _ => e2 j), Finset.sum_add_distrib,
      Finset.sum_sub_distrib, ← Finset.mul_sum, h0, Finset.sum_const, Finset.card_univ,
      nsmul_eq_mul, asymmetry]
    ring
  -- the inner sum is the full sum without its diagonal term
  have h3 : ∀ i, ∑ j ∈ Finset.univ.erase i,
      (limitingPotential G - G i) * (limitingPotential G - G j)
      = (limitingPotential G - G i) * ((Fintype.card ι : ℝ) * overpotential G)
        - (limitingPotential G - G i) ^ 2 := by
    intro i
    have h : (limitingPotential G - G i)
        + ∑ j ∈ Finset.univ.erase i, (limitingPotential G - G j)
        = ∑ j, (limitingPotential G - G j) :=
      Finset.add_sum_erase Finset.univ (fun j => limitingPotential G - G j) (Finset.mem_univ i)
    rw [h1] at h
    rw [← Finset.mul_sum]
    linear_combination (limitingPotential G - G i) * h
  rw [Finset.sum_congr rfl (fun i _ => h3 i), Finset.sum_sub_distrib, ← Finset.sum_mul, h1, h2]
  ring
```

## (d) Differences among the other steps

Let $k$ be a limiting step, $G_k = U_L$. Show that
$$\sum_{i \ne k} \sum_{j \ne k} (G_i - G_j)^2 = 2\left[(n-1)Q - n\eta^2\right].$$

Since $d_k = \eta$, the other $n-1$ steps satisfy
$$\sum_{j\ne k} d_j = -\eta, \qquad \sum_{j\ne k} d_j^2 = Q - \eta^2 .$$
These are `hS` and `hQ`. Expanding $(G_i - G_j)^2 = (d_i - d_j)^2$ gives the inner sum, `inner_sum`:
$$(n-1)d_i^2 + 2\eta d_i + Q - \eta^2 .$$
Summing over $i \ne k$ gives $2(n-1)(Q-\eta^2) - 2\eta^2$, which is the right-hand side.

```lean
/-- If `k` is a limiting step, the squared differences over ordered pairs of the other steps
sum to `2 ((n - 1) Q - n η²)`. -/
theorem sum_sq_differences [DecidableEq ι] (G : ι → ℝ) (k : ι)
    (hk : G k = limitingPotential G) :
    ∑ i ∈ Finset.univ.erase k, ∑ j ∈ Finset.univ.erase k, (G i - G j) ^ 2 =
      2 * (((Fintype.card ι : ℝ) - 1) * asymmetry G
        - (Fintype.card ι : ℝ) * overpotential G ^ 2) := by
  have hd : G k - equilibriumPotential G = overpotential G := by rw [hk, overpotential]
  have hc : ((Finset.univ.erase k).card : ℝ) = (Fintype.card ι : ℝ) - 1 := by
    rw [Finset.card_erase_of_mem (Finset.mem_univ k), Finset.card_univ,
      Nat.cast_pred Fintype.card_pos]
  have hS : ∑ j ∈ Finset.univ.erase k, (G j - equilibriumPotential G) = -overpotential G := by
    have h : (G k - equilibriumPotential G)
        + ∑ j ∈ Finset.univ.erase k, (G j - equilibriumPotential G)
        = ∑ j, (G j - equilibriumPotential G) :=
      Finset.add_sum_erase Finset.univ (fun j => G j - equilibriumPotential G)
        (Finset.mem_univ k)
    rw [sum_deviation, hd] at h
    linarith
  have hQ : ∑ j ∈ Finset.univ.erase k, (G j - equilibriumPotential G) ^ 2
      = asymmetry G - overpotential G ^ 2 := by
    have h : (G k - equilibriumPotential G) ^ 2
        + ∑ j ∈ Finset.univ.erase k, (G j - equilibriumPotential G) ^ 2 = asymmetry G :=
      Finset.add_sum_erase Finset.univ (fun j => (G j - equilibriumPotential G) ^ 2)
        (Finset.mem_univ k)
    rw [hd] at h
    linarith
  have inner_sum : ∀ i, ∑ j ∈ Finset.univ.erase k, (G i - G j) ^ 2
      = ((Fintype.card ι : ℝ) - 1) * (G i - equilibriumPotential G) ^ 2
        + 2 * overpotential G * (G i - equilibriumPotential G)
        + (asymmetry G - overpotential G ^ 2) := by
    intro i
    have e : ∀ j, (G i - G j) ^ 2 = (G i - equilibriumPotential G) ^ 2
        - 2 * (G i - equilibriumPotential G) * (G j - equilibriumPotential G)
        + (G j - equilibriumPotential G) ^ 2 := by
      intro j; ring
    rw [Finset.sum_congr rfl (fun j _ => e j), Finset.sum_add_distrib,
      Finset.sum_sub_distrib, ← Finset.mul_sum, Finset.sum_const, nsmul_eq_mul, hc, hS, hQ]
    ring
  rw [Finset.sum_congr rfl (fun i _ => inner_sum i), Finset.sum_add_distrib,
    Finset.sum_add_distrib, ← Finset.mul_sum, ← Finset.mul_sum, Finset.sum_const,
    nsmul_eq_mul, hc, hS, hQ]
  ring
```

## (e) The two bounds

Deduce that
$$Q \le n(n-1)\eta^2, \qquad n\eta^2 \le (n-1)Q .$$

The left side of (c) is a sum of products of nonnegative gaps, and the left side of (d) is a sum of squares. Both are therefore nonnegative. A finite maximum is attained, so the step $k$ needed in (d) exists; `Finset.exists_mem_eq_sup'` supplies it.

For $n \ge 2$, division gives
$$\frac{Q}{n(n-1)} \le \eta^2 \le \frac{(n-1)Q}{n} .$$
For $n = 1$ both $\eta$ and $Q$ vanish.

```lean
/-- The asymmetry bounds the squared overpotential from both sides:
`Q ≤ n (n - 1) η²` and `n η² ≤ (n - 1) Q`. -/
theorem overpotential_bounds (G : ι → ℝ) :
    asymmetry G ≤ (Fintype.card ι : ℝ) * ((Fintype.card ι : ℝ) - 1) * overpotential G ^ 2 ∧
    (Fintype.card ι : ℝ) * overpotential G ^ 2 ≤ ((Fintype.card ι : ℝ) - 1) * asymmetry G := by
  classical
  constructor
  · have h := Finset.sum_nonneg (fun i (_ : i ∈ Finset.univ) =>
      Finset.sum_nonneg (fun j (_ : j ∈ Finset.univ.erase i) =>
        mul_nonneg (sub_nonneg.2 (le_limitingPotential G i))
          (sub_nonneg.2 (le_limitingPotential G j))))
    rw [sum_gap_products G] at h
    linarith
  · obtain ⟨k, _, hk⟩ := Finset.exists_mem_eq_sup' Finset.univ_nonempty G
    have h := Finset.sum_nonneg (fun i (_ : i ∈ Finset.univ.erase k) =>
      Finset.sum_nonneg (fun j (_ : j ∈ Finset.univ.erase k) => sq_nonneg (G i - G j)))
    rw [sum_sq_differences G k hk.symm] at h
    linarith
```

As a numerical instance, take $G = (1.4, 1.3, 1.2, 0.9)$ eV. The mean is $1.2$, the deviations are $0.2, 0.1, 0, -0.3$, and $Q = 0.14$. The bounds allow $0.0117 \le \eta^2 \le 0.105$, or roughly $0.108 \le \eta \le 0.324$ V. The actual value is $\eta = 0.2$ V.

Step free energies of this kind are often built from adsorption energies computed with electronic-structure methods. For a single pathway with one electron per step, the bounds show how far a reported $Q$ constrains the thermodynamic overpotential.

## (f) Equality in the lower bound on $\eta^2$

Show that $Q = n(n-1)\eta^2$ exactly when, for all $i \ne j$, $G_i = U_L$ or $G_j = U_L$.

By (c), equality means that a sum of nonnegative products is zero, so every $g_i g_j$ with $i \ne j$ vanishes. Conversely, if all these products vanish, (c) gives equality. In words, at most one step lies below the maximum.

```lean
/-- `Q = n (n - 1) η²` holds exactly when, of any two distinct steps, at least one is at the
limiting potential. -/
theorem lower_bound_attained_iff (G : ι → ℝ) :
    asymmetry G = (Fintype.card ι : ℝ) * ((Fintype.card ι : ℝ) - 1) * overpotential G ^ 2 ↔
      ∀ i j, i ≠ j → G i = limitingPotential G ∨ G j = limitingPotential G := by
  classical
  have hA := sum_gap_products G
  have hp : ∀ i j, 0 ≤ (limitingPotential G - G i) * (limitingPotential G - G j) :=
    fun i j => mul_nonneg (sub_nonneg.2 (le_limitingPotential G i))
      (sub_nonneg.2 (le_limitingPotential G j))
  constructor
  · intro h i j hij
    rw [h, sub_self] at hA
    -- a vanishing sum of nonnegative terms vanishes term by term
    have h1 := (Finset.sum_eq_zero_iff_of_nonneg
      (fun i _ => Finset.sum_nonneg (fun j _ => hp i j))).1 hA i (Finset.mem_univ i)
    have h2 := (Finset.sum_eq_zero_iff_of_nonneg (fun j _ => hp i j)).1 h1 j
      (Finset.mem_erase.2 ⟨hij.symm, Finset.mem_univ j⟩)
    rcases mul_eq_zero.1 h2 with h3 | h3
    · left; linarith
    · right; linarith
  · intro h
    rw [Finset.sum_eq_zero (fun i _ => Finset.sum_eq_zero (fun j hj => by
      rcases h i j (Finset.ne_of_mem_erase hj).symm with h3 | h3 <;> rw [h3] <;> ring))] at hA
    linarith
```

## (g) Equality in the upper bound on $\eta^2$

For a limiting step $k$, show that $n\eta^2 = (n-1)Q$ exactly when $G_i = G_j$ for all $i, j \ne k$.

By (d), equality means that a sum of squares is zero, hence that each difference is zero. The converse follows from the same identity.

```lean
/-- If `k` is a limiting step, `n η² = (n - 1) Q` holds exactly when all other steps have
equal free energies. -/
theorem upper_bound_attained_iff (G : ι → ℝ) (k : ι) (hk : G k = limitingPotential G) :
    (Fintype.card ι : ℝ) * overpotential G ^ 2 = ((Fintype.card ι : ℝ) - 1) * asymmetry G ↔
      ∀ i j, i ≠ k → j ≠ k → G i = G j := by
  classical
  have hB := sum_sq_differences G k hk
  constructor
  · intro h i j hi hj
    rw [h, sub_self, mul_zero] at hB
    have h1 := (Finset.sum_eq_zero_iff_of_nonneg
      (fun i _ => Finset.sum_nonneg (fun j _ => sq_nonneg (G i - G j)))).1 hB i
      (Finset.mem_erase.2 ⟨hi, Finset.mem_univ i⟩)
    have h2 := (Finset.sum_eq_zero_iff_of_nonneg (fun j _ => sq_nonneg (G i - G j))).1 h1 j
      (Finset.mem_erase.2 ⟨hj, Finset.mem_univ j⟩)
    exact sub_eq_zero.1 (pow_eq_zero_iff two_ne_zero |>.1 h2)
  · intro h
    rw [Finset.sum_eq_zero (fun i hi => Finset.sum_eq_zero (fun j hj => by
      rw [h i j (Finset.ne_of_mem_erase hi) (Finset.ne_of_mem_erase hj)]; ring))] at hB
    linarith
```

## (h) Mean of the trial profile

Show that the trial profile has $U_0 = U$.

The total is $U + (n-1)h + (n-1)(U-h) = nU$. The proof writes each entry as $U-h$, plus $nh$ at $i=k$.

```lean
/-- The single-step profile has equilibrium potential `U`. -/
theorem equilibriumPotential_profile [DecidableEq ι] (k : ι) (U h : ℝ) :
    equilibriumPotential (singleStepProfile k U h) = U := by
  have hn : (Fintype.card ι : ℝ) ≠ 0 := Nat.cast_ne_zero.mpr Fintype.card_ne_zero
  have e : ∀ i, singleStepProfile k U h i
      = (U - h) + if i = k then (Fintype.card ι : ℝ) * h else 0 := by
    intro i; unfold singleStepProfile; split_ifs <;> ring
  rw [equilibriumPotential, div_eq_iff hn, Finset.sum_congr rfl (fun i _ => e i),
    Finset.sum_add_distrib, Finset.sum_const, Finset.card_univ, nsmul_eq_mul]
  simp only [Finset.sum_ite_eq', Finset.mem_univ, if_true]
  ring
```

## (i) One hard step

For $h \ge 0$, show that the trial profile has $\eta = (n-1)h$ and satisfies $n\eta^2 = (n-1)Q$.

Step $k$ is a maximum, so $\eta = U + (n-1)h - U$. The other steps are equal, and (g) applies. The first opening profile is the case $n=4$, $h=0.10$ eV.

```lean
/-- For `h ≥ 0`, one step raised by `(n - 1) h` with all others lowered by `h` has
overpotential `(n - 1) h` and attains `n η² = (n - 1) Q`. -/
theorem one_hard_step [DecidableEq ι] (k : ι) (U h : ℝ) (hh : 0 ≤ h) :
    overpotential (singleStepProfile k U h) = ((Fintype.card ι : ℝ) - 1) * h ∧
    (Fintype.card ι : ℝ) * overpotential (singleStepProfile k U h) ^ 2
      = ((Fintype.card ι : ℝ) - 1) * asymmetry (singleStepProfile k U h) := by
  have hn : (1 : ℝ) ≤ (Fintype.card ι : ℝ) := Nat.one_le_cast.2 Fintype.card_pos
  have hp := mul_nonneg (sub_nonneg.2 hn) hh
  have hk : singleStepProfile k U h k = U + ((Fintype.card ι : ℝ) - 1) * h := by
    rw [singleStepProfile, if_pos rfl]
  have he : ∀ i, i ≠ k → singleStepProfile k U h i = U - h := by
    intro i hi; rw [singleStepProfile, if_neg hi]
  have hmax : ∀ i, singleStepProfile k U h i ≤ singleStepProfile k U h k := by
    intro i
    by_cases hi : i = k
    · rw [hi]
    · rw [he i hi, hk]; linarith
  have hL : singleStepProfile k U h k = limitingPotential (singleStepProfile k U h) :=
    le_antisymm (le_limitingPotential _ k) (Finset.sup'_le _ _ (fun i _ => hmax i))
  refine ⟨?_, (upper_bound_attained_iff _ k hL).2 (fun i j hi hj => by rw [he i hi, he j hj])⟩
  rw [overpotential, equilibriumPotential_profile, ← hL, hk]
  ring
```

## (j) One easy step

For $n \ge 2$ and $h \ge 0$, replace $h$ by $-h$ in the profile. Show that $\eta = h$ and $Q = n(n-1)\eta^2$.

Step $k$ now sits at $U-(n-1)h$ and the others at $U+h$. Since $n \ge 2$, encoded by `Nontrivial ι`, another step exists and the maximum is $U+h$. Hence $\eta = h$; at most one step lies below the maximum, and (f) applies. The second opening profile is the case $n=4$, $h=0.10$ eV.

With $h>0$, this part and (i) attain both bounds by non-flat profiles for every $n \ge 2$.

```lean
/-- For at least two steps and `h ≥ 0`, one step lowered by `(n - 1) h` with all others raised
by `h` has overpotential `h` and attains `Q = n (n - 1) η²`. -/
theorem one_easy_step [DecidableEq ι] [Nontrivial ι] (k : ι) (U h : ℝ) (hh : 0 ≤ h) :
    overpotential (singleStepProfile k U (-h)) = h ∧
    asymmetry (singleStepProfile k U (-h)) = (Fintype.card ι : ℝ)
      * ((Fintype.card ι : ℝ) - 1) * overpotential (singleStepProfile k U (-h)) ^ 2 := by
  have hn : (1 : ℝ) ≤ (Fintype.card ι : ℝ) := Nat.one_le_cast.2 Fintype.card_pos
  have hp := mul_nonneg (sub_nonneg.2 hn) hh
  obtain ⟨m, hm⟩ := exists_ne k
  have hk : singleStepProfile k U (-h) k = U - ((Fintype.card ι : ℝ) - 1) * h := by
    rw [singleStepProfile, if_pos rfl]; ring
  have he : ∀ i, i ≠ k → singleStepProfile k U (-h) i = U + h := by
    intro i hi; rw [singleStepProfile, if_neg hi]; ring
  have hmax : ∀ i, singleStepProfile k U (-h) i ≤ U + h := by
    intro i
    by_cases hi : i = k
    · rw [hi, hk]; linarith
    · rw [he i hi]
  have hL : limitingPotential (singleStepProfile k U (-h)) = U + h :=
    le_antisymm (Finset.sup'_le _ _ (fun i _ => hmax i))
      ((he m hm).symm.le.trans (le_limitingPotential _ m))
  refine ⟨?_, (lower_bound_attained_iff _).2 (fun i j hij => ?_)⟩
  · rw [overpotential, equilibriumPotential_profile, hL]; ring
  · -- two distinct steps cannot both be the exceptional one
    by_cases hi : i = k
    · right; rw [hL]; exact he j (fun hj => hij (hi.trans hj.symm))
    · left; rw [hL]; exact he i hi
```

## (k) Two steps

For $n=2$, show that $Q = 2\eta^2$.

The bounds in (e) become $Q \le 2\eta^2$ and $2\eta^2 \le Q$. With only two steps, the asymmetry therefore fixes the overpotential.

```lean
/-- For exactly two steps the asymmetry is twice the squared overpotential. -/
theorem two_step_asymmetry (G : ι → ℝ) (h2 : Fintype.card ι = 2) :
    asymmetry G = 2 * overpotential G ^ 2 := by
  obtain ⟨hl, hu⟩ := overpotential_bounds G
  rw [h2] at hl hu
  norm_num at hl hu
  linarith

end

end OverpotentialAsymmetry
```

```lean
#print axioms OverpotentialAsymmetry.one_hard_step
#print axioms OverpotentialAsymmetry.one_easy_step
#print axioms OverpotentialAsymmetry.two_step_asymmetry
```

```
'OverpotentialAsymmetry.one_hard_step' depends on axioms: [propext, Classical.choice, Quot.sound]
'OverpotentialAsymmetry.one_easy_step' depends on axioms: [propext, Classical.choice, Quot.sound]
'OverpotentialAsymmetry.two_step_asymmetry' depends on axioms: [propext, Classical.choice, Quot.sound]
```
